# An upper bound on the free-energy difference from three Gibbs moments, when the cubic factor is positive

Take two levels, both at energy zero, and shift one up by $d$ and the other down by $d$. At inverse temperature $b=1/(k_BT)>0$, the free energy changes by exactly $-\ln\cosh(bd)/b$. The mean shift is zero, so a first-order estimate sees nothing. Since $\cosh x\ge 1+x^2/2$, the change is at most $-\ln(1+b^2d^2/2)/b$. For $bd=1$ the exact change is $-0.434/b$ and the bound is $-0.405/b$. The general bound also replaces an exponential average by a polynomial one that lies below it.

## The bound in terms of mean, variance and third moment

Let a finite, nonempty set of levels have energies $E_i$, and let $V_i$ be the perturbation of level $i$. Write

$$Z_0=\sum_i e^{-bE_i},\qquad w_i=\frac{e^{-bE_i}}{Z_0},\qquad \langle A\rangle=\sum_i w_iA_i.$$

Let $F_0=-\ln Z_0/b$, and let $F_1$ be the free energy of the levels $E_i+V_i$. With $c=\langle V\rangle$, $v=\langle(V-c)^2\rangle$ and $k=\langle(V-c)^3\rangle$, define

$$R=1+\frac{b^2v}{2}-\frac{b^3k}{6}.$$

If $R>0$, then

$$F_1-F_0\le c-\frac{\ln R}{b}.$$

Equality holds exactly when all $V_i$ are equal. The bound lies strictly below $c$ exactly when $bk<3v$.

## Checking a free-energy routine

A code that enumerates a finite list of levels can compare its computed free-energy difference with this bound, using moments from the reference ensemble alone. It should test $R>0$ before taking the logarithm: a large positive $k$ can make $R$ negative. The inequality concerns exact moments; moments estimated from samples carry statistical error, and the resulting number need not be an upper bound.

## From the cubic polynomial to the free energy

Let $p(x)=1+x+x^2/2+x^3/6$. Since $p'(x)-p(x)=-x^3/6$,

$$\frac{d}{dx}\left[p(x)e^{-x}\right]=-\frac{x^3}{6}e^{-x}.$$

This is positive for $x<0$ and negative for $x>0$. The product equals 1 at zero and is smaller everywhere else, so $p(x)<e^x$ for $x\ne0$.

For any energy offset $a$, the perturbed partition function factorises:

$$Z_1=\sum_i e^{-b(E_i+V_i)}=e^{-ba}Z_0\langle e^{-b(V-a)}\rangle.$$

Taking $-\ln(\cdot)/b$ and subtracting $F_0$ gives

$$F_1-F_0=a-\frac{1}{b}\ln\langle e^{-b(V-a)}\rangle.$$

Set $a=c$. Because $\langle V-c\rangle=0$,

$$\langle p(-b(V-c))\rangle=1+\frac{b^2v}{2}-\frac{b^3k}{6}=R.$$

Hence $R\le\langle e^{-b(V-c)}\rangle$. For $R>0$ the logarithm preserves the order, and dividing by $-b$ reverses it, which gives the bound.

If some $V_i\ne c$, its positive weight makes the inequality strict. If all $V_i$ are equal, then $V_i=c$, $v=k=0$ and $R=1$, so both sides equal $c$. A single level is always in this case.

Finally, $c-\ln R/b<c$ means $R>1$. Since $R-1=b^2(3v-bk)/6$, this is $bk<3v$.

In Lean 4 with Mathlib:

```lean
import Mathlib

open Finset

namespace ThirdOrderFreeEnergyBound

noncomputable section

variable {ι : Type*} [Fintype ι]

/-- The partition function of the levels `E` at inverse temperature `b`. -/
def partitionFn (b : ℝ) (E : ι → ℝ) : ℝ := ∑ i, Real.exp (-b * E i)

/-- The Helmholtz free energy of the levels `E` at inverse temperature `b`. -/
def freeEnergy (b : ℝ) (E : ι → ℝ) : ℝ := -Real.log (partitionFn b E) / b

/-- The Gibbs probability of level `i`. -/
def gibbsWeight (b : ℝ) (E : ι → ℝ) (i : ι) : ℝ :=
  Real.exp (-b * E i) / partitionFn b E

/-- The mean of `A` in the Gibbs distribution of `E`. -/
def gibbsMean (b : ℝ) (E A : ι → ℝ) : ℝ := ∑ i, gibbsWeight b E i * A i

/-- The variance of `V` in the Gibbs distribution of `E`. -/
def variance (b : ℝ) (E V : ι → ℝ) : ℝ :=
  gibbsMean b E (fun i => (V i - gibbsMean b E V) ^ 2)

/-- The third central moment of `V` in the Gibbs distribution of `E`. -/
def thirdMoment (b : ℝ) (E V : ι → ℝ) : ℝ :=
  gibbsMean b E (fun i => (V i - gibbsMean b E V) ^ 3)

/-- The factor `R = 1 + b² v / 2 - b³ k / 6` built from the variance `v` and the
third central moment `k` of the perturbation. -/
def cubicFactor (b : ℝ) (E V : ι → ℝ) : ℝ :=
  1 + b ^ 2 * variance b E V / 2 - b ^ 3 * thirdMoment b E V / 6

/-- Away from zero, the exponential lies strictly above its cubic Taylor polynomial. -/
theorem cubic_lt_exp {x : ℝ} (hx : x ≠ 0) :
    1 + x + x ^ 2 / 2 + x ^ 3 / 6 < Real.exp x := by
  -- the polynomial times `exp (-y)` has derivative `-y³/6 * exp (-y)`
  have hd : ∀ y : ℝ, HasDerivAt
      (fun y : ℝ => (1 + y + y ^ 2 / 2 + y ^ 3 / 6) * Real.exp (-y))
      (-(y ^ 3 / 6) * Real.exp (-y)) y := by
    intro y
    have hp : HasDerivAt (fun y : ℝ => 1 + y + y ^ 2 / 2 + y ^ 3 / 6)
        (1 + y + y ^ 2 / 2) y := by
      have h := (((hasDerivAt_id' y).const_add 1).fun_add
        ((hasDerivAt_pow 2 y).div_const 2)).fun_add ((hasDerivAt_pow 3 y).div_const 6)
      exact h.congr_deriv (by norm_num; ring)
    have he : HasDerivAt (fun y : ℝ => Real.exp (-y)) (-Real.exp (-y)) y :=
      (hasDerivAt_id' y).fun_neg.exp.congr_deriv (by ring)
    exact (hp.fun_mul he).congr_deriv (by ring)
  have hc := continuous_iff_continuousAt.2 (fun y => (hd y).continuousAt)
  have hg : (1 + x + x ^ 2 / 2 + x ^ 3 / 6) * Real.exp (-x) < 1 := by
    rcases lt_or_gt_of_ne hx with hneg | hpos
    · have hm := strictMonoOn_of_deriv_pos (convex_Iic (0 : ℝ)) hc.continuousOn
        (fun y hy => by
          rw [interior_Iic] at hy
          have hy' : y < 0 := hy
          rw [(hd y).deriv]
          have h3 : 0 < -(y ^ 3 / 6) := by nlinarith [pow_pos (neg_pos.2 hy') 3]
          exact mul_pos h3 (Real.exp_pos _))
      have h := hm (Set.mem_Iic.2 hneg.le) (Set.mem_Iic.2 le_rfl) hneg
      simpa using h
    · have hm := strictAntiOn_of_deriv_neg (convex_Ici (0 : ℝ)) hc.continuousOn
        (fun y hy => by
          rw [interior_Ici] at hy
          have hy' : 0 < y := hy
          rw [(hd y).deriv]
          have h3 : -(y ^ 3 / 6) < 0 := by linarith [pow_pos hy' 3]
          exact mul_neg_of_neg_of_pos h3 (Real.exp_pos _))
      have h := hm (Set.mem_Ici.2 le_rfl) (Set.mem_Ici.2 hpos.le) hpos
      simpa using h
  calc 1 + x + x ^ 2 / 2 + x ^ 3 / 6
      = (1 + x + x ^ 2 / 2 + x ^ 3 / 6) * Real.exp (-x) * Real.exp x := by
        rw [mul_assoc, ← Real.exp_add, neg_add_cancel, Real.exp_zero, mul_one]
    _ < 1 * Real.exp x := mul_lt_mul_of_pos_right hg (Real.exp_pos x)
    _ = Real.exp x := one_mul _

variable [Nonempty ι]

lemma partitionFn_pos (b : ℝ) (E : ι → ℝ) : 0 < partitionFn b E :=
  Finset.sum_pos (fun _ _ => Real.exp_pos _) Finset.univ_nonempty

lemma gibbsWeight_pos (b : ℝ) (E : ι → ℝ) (i : ι) : 0 < gibbsWeight b E i :=
  div_pos (Real.exp_pos _) (partitionFn_pos b E)

lemma sum_gibbsWeight (b : ℝ) (E : ι → ℝ) : ∑ i, gibbsWeight b E i = 1 := by
  unfold gibbsWeight
  rw [← Finset.sum_div]
  exact div_self (partitionFn_pos b E).ne'

/-- For `b > 0` and any energy offset `a`, the free-energy difference is `a - ln M / b`, where `M`
is the mean of `exp (-b (V - a))` in the Gibbs distribution of `E`. -/
theorem freeEnergy_sub {b : ℝ} (hb : 0 < b) (E V : ι → ℝ) (a : ℝ) :
    freeEnergy b (fun i => E i + V i) - freeEnergy b E =
      a - Real.log (gibbsMean b E (fun i => Real.exp (-b * (V i - a)))) / b := by
  have hZ := partitionFn_pos b E
  have hM : 0 < gibbsMean b E (fun i => Real.exp (-b * (V i - a))) :=
    Finset.sum_pos (fun i _ => mul_pos (gibbsWeight_pos b E i) (Real.exp_pos _))
      Finset.univ_nonempty
  -- the partition function of the perturbed levels factorises
  have hfac : partitionFn b (fun i => E i + V i) = Real.exp (-b * a) *
      (partitionFn b E * gibbsMean b E (fun i => Real.exp (-b * (V i - a)))) := by
    have hc : ∀ x y : ℝ, partitionFn b E * (x / partitionFn b E * y) = x * y := by
      intro x y
      field_simp
    unfold gibbsMean
    rw [Finset.mul_sum, Finset.mul_sum]
    refine Finset.sum_congr rfl (fun i _ => ?_)
    simp only [gibbsWeight, hc]
    rw [← Real.exp_add, ← Real.exp_add]
    congr 1
    ring
  have alg : ∀ x y : ℝ, -(-b * a + (x + y)) / b - -x / b = a - y / b := by
    intro x y
    field_simp
    ring
  unfold freeEnergy
  rw [hfac, Real.log_mul (Real.exp_pos _).ne' (mul_pos hZ hM).ne',
    Real.log_mul hZ.ne' hM.ne', Real.log_exp]
  exact alg _ _

/-- The factor `R` is the Gibbs mean of the cubic Taylor polynomial of the exponential,
taken at `-b (V - c)` with `c` the mean of `V`. -/
theorem cubicFactor_eq_mean (b : ℝ) (E V : ι → ℝ) :
    cubicFactor b E V = gibbsMean b E (fun i =>
      1 + -b * (V i - gibbsMean b E V) + (-b * (V i - gibbsMean b E V)) ^ 2 / 2
        + (-b * (V i - gibbsMean b E V)) ^ 3 / 6) := by
  have key : ∀ c : ℝ, gibbsMean b E (fun i =>
      1 + -b * (V i - c) + (-b * (V i - c)) ^ 2 / 2 + (-b * (V i - c)) ^ 3 / 6) =
      1 + -b * (gibbsMean b E V - c) + b ^ 2 * gibbsMean b E (fun i => (V i - c) ^ 2) / 2
        - b ^ 3 * gibbsMean b E (fun i => (V i - c) ^ 3) / 6 := by
    intro c
    unfold gibbsMean
    calc _ = ∑ i, gibbsWeight b E i
          + -b * (∑ i, gibbsWeight b E i * V i - c * ∑ i, gibbsWeight b E i)
          + b ^ 2 * (∑ i, gibbsWeight b E i * (V i - c) ^ 2) / 2
          - b ^ 3 * (∑ i, gibbsWeight b E i * (V i - c) ^ 3) / 6 := by
          simp only [Finset.mul_sum, Finset.sum_div, ← Finset.sum_add_distrib,
            ← Finset.sum_sub_distrib]
          exact Finset.sum_congr rfl (fun i _ => by ring)
      _ = _ := by rw [sum_gibbsWeight]; ring
  rw [key]
  unfold cubicFactor variance thirdMoment
  ring

/-- **Third-order upper bound.** For `b > 0`, if `R = 1 + b² v / 2 - b³ k / 6` is positive, the
free-energy difference is at most `c - ln R / b`, with `c` the mean perturbation. -/
theorem third_order_bound {b : ℝ} (hb : 0 < b) (E V : ι → ℝ)
    (hR : 0 < cubicFactor b E V) :
    freeEnergy b (fun i => E i + V i) - freeEnergy b E ≤
      gibbsMean b E V - Real.log (cubicFactor b E V) / b := by
  rw [freeEnergy_sub hb E V (gibbsMean b E V)]
  have hle : cubicFactor b E V ≤
      gibbsMean b E (fun i => Real.exp (-b * (V i - gibbsMean b E V))) := by
    rw [cubicFactor_eq_mean]
    refine Finset.sum_le_sum (fun i _ =>
      mul_le_mul_of_nonneg_left ?_ (gibbsWeight_pos b E i).le)
    by_cases h : -b * (V i - gibbsMean b E V) = 0
    · simp [h]
    · exact (cubic_lt_exp h).le
  have hdiv := div_le_div_of_nonneg_right (Real.log_le_log hR hle) hb.le
  linarith

/-- If `b > 0` and `R > 0`, the third-order bound is an equality exactly when the perturbation
shifts all levels by the same energy. -/
theorem third_order_bound_eq_iff {b : ℝ} (hb : 0 < b) (E V : ι → ℝ)
    (hR : 0 < cubicFactor b E V) :
    freeEnergy b (fun i => E i + V i) - freeEnergy b E =
      gibbsMean b E V - Real.log (cubicFactor b E V) / b ↔ ∀ i j, V i = V j := by
  rw [freeEnergy_sub hb E V (gibbsMean b E V)]
  constructor
  · intro heq
    have hall : ∀ i, V i = gibbsMean b E V := by
      by_contra hn
      obtain ⟨i, hi⟩ := not_forall.1 hn
      -- one level with `V i ≠ c` makes the averaged inequality strict
      have hlt : cubicFactor b E V <
          gibbsMean b E (fun i => Real.exp (-b * (V i - gibbsMean b E V))) := by
        rw [cubicFactor_eq_mean]
        refine Finset.sum_lt_sum (fun j _ =>
          mul_le_mul_of_nonneg_left ?_ (gibbsWeight_pos b E j).le)
          ⟨i, Finset.mem_univ i, mul_lt_mul_of_pos_left (cubic_lt_exp
            (mul_ne_zero (neg_ne_zero.2 hb.ne') (sub_ne_zero.2 hi)))
            (gibbsWeight_pos b E i)⟩
        by_cases h : -b * (V j - gibbsMean b E V) = 0
        · simp [h]
        · exact (cubic_lt_exp h).le
      have hdiv := div_lt_div_of_pos_right (Real.log_lt_log hR hlt) hb
      linarith
    intro i j
    rw [hall i, hall j]
  · intro h
    have hmean : ∀ i, V i = gibbsMean b E V := by
      intro i
      have hs : gibbsMean b E V = ∑ j, gibbsWeight b E j * V i :=
        Finset.sum_congr rfl (fun j _ => by rw [h j i])
      rw [hs, ← Finset.sum_mul, sum_gibbsWeight, one_mul]
    have hz : ∀ i, V i - gibbsMean b E V = 0 := fun i => sub_eq_zero.2 (hmean i)
    rw [cubicFactor_eq_mean]
    simp [hz]

omit [Nonempty ι] in
/-- If `b > 0` and `R > 0`, the number `c - ln R / b` is strictly less than the mean perturbation
`c` exactly when `b k < 3 v`. -/
theorem improves_first_order_iff {b : ℝ} (hb : 0 < b) (E V : ι → ℝ)
    (hR : 0 < cubicFactor b E V) :
    gibbsMean b E V - Real.log (cubicFactor b E V) / b < gibbsMean b E V ↔
      b * thirdMoment b E V < 3 * variance b E V := by
  have hfac : cubicFactor b E V =
      1 + b ^ 2 / 6 * (3 * variance b E V - b * thirdMoment b E V) := by
    unfold cubicFactor
    ring
  have hb2 : 0 < b ^ 2 / 6 := by positivity
  constructor
  · intro h
    by_contra hn
    have hle : cubicFactor b E V ≤ 1 := by
      have := mul_nonneg hb2.le (sub_nonneg.2 (not_lt.1 hn))
      rw [hfac]
      linarith
    have := div_nonpos_of_nonpos_of_nonneg (Real.log_nonpos hR.le hle) hb.le
    linarith
  · intro h
    have hlt : 1 < cubicFactor b E V := by
      have := mul_pos hb2 (sub_pos.2 h)
      rw [hfac]
      linarith
    have := div_pos (Real.log_pos hlt) hb
    linarith

end

end ThirdOrderFreeEnergyBound
```

```lean
#print axioms ThirdOrderFreeEnergyBound.third_order_bound
#print axioms ThirdOrderFreeEnergyBound.third_order_bound_eq_iff
#print axioms ThirdOrderFreeEnergyBound.improves_first_order_iff
```

```
'ThirdOrderFreeEnergyBound.third_order_bound' depends on axioms: [propext, Classical.choice, Quot.sound]
'ThirdOrderFreeEnergyBound.third_order_bound_eq_iff' depends on axioms: [propext, Classical.choice, Quot.sound]
'ThirdOrderFreeEnergyBound.improves_first_order_iff' depends on axioms: [propext, Classical.choice, Quot.sound]
```

## Exact moments on matched levels

The finite type `ι` labels the levels, and `E` and `V` are real functions on it. `third_order_bound` assumes `hb : 0 < b` and `hR : 0 < cubicFactor b E V`; the second is a condition on the moments that the user must check.

In the proof, `cubic_lt_exp` uses strict monotonicity on each side of zero. `freeEnergy_sub` supplies the factorisation, and `cubicFactor_eq_mean` identifies $R$ as the averaged polynomial. The bound then follows by comparing the sums term by term, with the case of zero argument treated separately. `third_order_bound_eq_iff` uses one strict term to settle equality, and `improves_first_order_iff` compares $R$ with 1.

For quantum systems, the result covers perturbations diagonal in some eigenbasis of a finite-dimensional reference Hamiltonian, with each basis state counted as one level; a non-commuting perturbation is not covered, nor are infinite or continuous spectra. The last theorem compares the third-order bound with the mean perturbation $c$. By the Gibbs–Bogoliubov inequality, which is not proved in the file, $c$ is also an upper bound on $F_1-F_0$.
